# Energy of a state orthogonal to an approximate ground state

A variational calculation of a first excited level may start from a trial ground state \(x\) and minimise the energy over normalised states \(y\) orthogonal to \(x\). If \(x\) is the exact ground state \(u\), nondegenerate and of energy \(E_0\), the energy of \(y\) lies at or above the first excited level \(E_1\). If \(x\) is approximate, \(y\) can retain some of \(u\) and fall below \(E_1\). For a Hermitian Hamiltonian \(H\) on a finite-dimensional space, such as a finite-basis electronic Hamiltonian, and for unit \(u\), \(x\), \(y\), the fall is limited by
\[ \langle y,Hy\rangle \ge E_1-(E_1-E_0)\bigl(1-|\langle u,x\rangle|^2\bigr). \]

In Lean 4 with Mathlib:

```lean
import Mathlib

open scoped InnerProductSpace

namespace ApproximateGroundOrthogonality

noncomputable section

/-- For a unit vector `u`, the part of `y` left after removing its component along `u`: `y - ⟨u,y⟩ u`. -/
def perp (𝕜 : Type*) {E : Type*} [RCLike 𝕜] [NormedAddCommGroup E] [InnerProductSpace 𝕜 E]
    (u y : E) : E :=
  y - ⟪u, y⟫_𝕜 • u
```

The scalars `𝕜` are real or complex (`RCLike`), and `E` is the state space. The bracket `⟪u, y⟫_𝕜` is \(\langle u,y\rangle\), antilinear in the first slot as in Dirac notation. `perp 𝕜 u y` is \(y_\perp=y-\langle u,y\rangle u\).

```lean
variable {𝕜 E : Type*} [RCLike 𝕜] [NormedAddCommGroup E] [InnerProductSpace 𝕜 E]

/-- The real number `Re ⟨y, H y⟩`; for a unit vector `y` it is the energy expectation value. -/
def energy (H : E →ₗ[𝕜] E) (y : E) : ℝ :=
  RCLike.re ⟪y, H y⟫_𝕜
```

`energy H y` is \(\mathcal E(y)=\operatorname{Re}\langle y,Hy\rangle\), not divided by \(\|y\|^2\), so it is the expectation value for unit \(y\).

```lean
/-- Every eigenvector of `H` orthogonal to `u` with a real eigenvalue has eigenvalue
at least `E1`. -/
def GapAbove (H : E →ₗ[𝕜] E) (u : E) (E1 : ℝ) : Prop :=
  ∀ (μ : ℝ) (v : E), v ≠ 0 → ⟪u, v⟫_𝕜 = 0 → H v = (μ : 𝕜) • v → E1 ≤ μ
```

Every eigenvector orthogonal to \(u\) has eigenvalue \(\mu\ge E_1\). Thus \(E_1\) is any lower bound on the remaining levels, the first excited level being the best choice when \(u\) is a nondegenerate ground state; a degenerate \(E_0\) forces \(E_1\le E_0\).

```lean
/-- For a unit vector `u`, the remainder `y - ⟨u,y⟩ u` is orthogonal to `u`, and
`‖y‖²` is the sum of `|⟨u,y⟩|²` and the squared norm of the remainder. -/
theorem perp_spec {u : E} (hu : ‖u‖ = 1) (y : E) :
    ⟪u, perp 𝕜 u y⟫_𝕜 = 0 ∧ ‖y‖ ^ 2 = ‖⟪u, y⟫_𝕜‖ ^ 2 + ‖perp 𝕜 u y‖ ^ 2 := by
  have huu : ⟪u, u⟫_𝕜 = 1 := by
    rw [inner_self_eq_norm_sq_to_K, hu]
    simp
  have h0 : ⟪u, perp 𝕜 u y⟫_𝕜 = 0 := by
    unfold perp
    rw [inner_sub_right, inner_smul_right, huu, mul_one, sub_self]
  have hy : y = ⟪u, y⟫_𝕜 • u + perp 𝕜 u y := by
    unfold perp
    abel
  refine ⟨h0, ?_⟩
  calc ‖y‖ ^ 2 = ‖⟪u, y⟫_𝕜 • u + perp 𝕜 u y‖ ^ 2 := by rw [← hy]
    _ = ‖⟪u, y⟫_𝕜‖ ^ 2 + ‖perp 𝕜 u y‖ ^ 2 := by
      rw [norm_add_sq (𝕜 := 𝕜), inner_smul_left, h0, norm_smul, hu, mul_zero, map_zero]
      ring
```

For unit \(u\), \(\langle u,y_\perp\rangle=\langle u,y\rangle-\langle u,y\rangle\langle u,u\rangle=0\) (`h0`). Expanding \(\|\langle u,y\rangle u+y_\perp\|^2\) with `norm_add_sq` gives \(\|y\|^2=|\langle u,y\rangle|^2+\|y_\perp\|^2\).

```lean
/-- If `u` is a unit eigenvector of the Hermitian `H` with eigenvalue `E0`, the energy of `y`
is `E0 |⟨u,y⟩|²` plus the energy of the part of `y` orthogonal to `u`. -/
theorem energy_split {H : E →ₗ[𝕜] E} (hH : H.IsSymmetric) {u : E} {E0 : ℝ}
    (hu : ‖u‖ = 1) (hu0 : H u = (E0 : 𝕜) • u) (y : E) :
    energy H y = E0 * ‖⟪u, y⟫_𝕜‖ ^ 2 + energy H (perp 𝕜 u y) := by
  have huu : ⟪u, u⟫_𝕜 = 1 := by
    rw [inner_self_eq_norm_sq_to_K, hu]
    simp
  have aux : ∀ (c : 𝕜) (w : E), ⟪u, w⟫_𝕜 = 0 →
      energy H (c • u + w) = E0 * ‖c‖ ^ 2 + energy H w := by
    intro c w huw
    -- both cross terms vanish
    have hwu : ⟪w, u⟫_𝕜 = 0 := inner_eq_zero_symm.mp huw
    have huHw : ⟪u, H w⟫_𝕜 = 0 := by
      rw [← hH u w, hu0, inner_smul_left, huw, mul_zero]
    have key : ⟪c • u + w, H (c • u + w)⟫_𝕜
        = ((E0 * ‖c‖ ^ 2 : ℝ) : 𝕜) + ⟪w, H w⟫_𝕜 := by
      rw [map_add, map_smul, hu0]
      simp only [inner_add_left, inner_add_right, inner_smul_left, inner_smul_right, huu, hwu,
        huHw, RCLike.ofReal_mul, RCLike.ofReal_pow]
      linear_combination (E0 : 𝕜) * RCLike.conj_mul c
    unfold energy
    rw [key, map_add, RCLike.ofReal_re]
  have hy : y = ⟪u, y⟫_𝕜 • u + perp 𝕜 u y := by
    unfold perp
    abel
  have h := aux ⟪u, y⟫_𝕜 (perp 𝕜 u y) (perp_spec (𝕜 := 𝕜) hu y).1
  rw [← hy] at h
  exact h
```

`H.IsSymmetric` means \(\langle Ha,b\rangle=\langle a,Hb\rangle\) for all states \(a,b\), and `hu0` is \(Hu=E_0u\). For a scalar \(c\) and \(w\perp u\), the cross terms of \(\langle cu+w,H(cu+w)\rangle\) contain \(\langle w,u\rangle=0\) (`hwu`) and \(\langle u,Hw\rangle=E_0\langle u,w\rangle=0\) (`huHw`). With \(c=\langle u,y\rangle\), \(w=y_\perp\),
\[ \mathcal E(y)=E_0|\langle u,y\rangle|^2+\mathcal E(y_\perp). \]

```lean
/-- In an orthonormal eigenbasis `b` of the Hermitian `H` with eigenvalues `ε`, the energy
of `v` is `∑ ε_i |⟨b_i,v⟩|²`. -/
theorem energy_eq_sum {ι : Type*} [Fintype ι] {H : E →ₗ[𝕜] E} (hH : H.IsSymmetric)
    (b : OrthonormalBasis ι 𝕜 E) (ε : ι → ℝ) (hb : ∀ i, H (b i) = (ε i : 𝕜) • b i) (v : E) :
    energy H v = ∑ i, ε i * ‖⟪b i, v⟫_𝕜‖ ^ 2 := by
  unfold energy
  rw [← b.sum_inner_mul_inner v (H v), map_sum]
  refine Finset.sum_congr rfl fun i _ => ?_
  have h1 : ⟪b i, H v⟫_𝕜 = (ε i : 𝕜) * ⟪b i, v⟫_𝕜 := by
    rw [← hH (b i) v, hb i, inner_smul_left, RCLike.conj_ofReal]
  have h2 : ⟪v, b i⟫_𝕜 * ⟪b i, H v⟫_𝕜 = ((ε i * ‖⟪b i, v⟫_𝕜‖ ^ 2 : ℝ) : 𝕜) := by
    rw [h1, ← inner_conj_symm v (b i), RCLike.ofReal_mul, RCLike.ofReal_pow]
    linear_combination (ε i : 𝕜) * RCLike.conj_mul ⟪b i, v⟫_𝕜
  rw [h2, RCLike.ofReal_re]
```

For an orthonormal eigenbasis \(b_i\) with eigenvalues \(\varepsilon_i\), inserting the identity gives \(\langle v,Hv\rangle=\sum_i\langle v,b_i\rangle\langle b_i,Hv\rangle\), and \(\langle b_i,Hv\rangle=\varepsilon_i\langle b_i,v\rangle\) (`h1`), so \(\mathcal E(v)=\sum_i\varepsilon_i|\langle b_i,v\rangle|^2\).

```lean
/-- If `H` is Hermitian on a finite-dimensional space and all eigenvalues belonging to eigenvectors orthogonal to the unit eigenvector `u` are at
least `E1`, every `v` orthogonal to `u` has energy at least `E1 ‖v‖²`. -/
theorem energy_ge_of_orthogonal [FiniteDimensional 𝕜 E] {H : E →ₗ[𝕜] E} (hH : H.IsSymmetric)
    {u : E} {E0 E1 : ℝ} (hu : ‖u‖ = 1) (hu0 : H u = (E0 : 𝕜) • u) (hgap : GapAbove H u E1)
    {v : E} (huv : ⟪u, v⟫_𝕜 = 0) :
    E1 * ‖v‖ ^ 2 ≤ energy H v := by
  -- spectral theorem
  obtain ⟨b, ε, hb⟩ : ∃ (b : OrthonormalBasis (Fin (Module.finrank 𝕜 E)) 𝕜 E)
      (ε : Fin (Module.finrank 𝕜 E) → ℝ), ∀ i, H (b i) = (ε i : 𝕜) • b i :=
    ⟨hH.eigenvectorBasis rfl, hH.eigenvalues rfl, fun i => hH.apply_eigenvectorBasis rfl i⟩
  have hn : ‖v‖ ^ 2 = ∑ i, ‖⟪b i, v⟫_𝕜‖ ^ 2 := by
    have h1 := energy_eq_sum (H := (LinearMap.id : E →ₗ[𝕜] E)) (fun _ _ => rfl) b
      (fun _ => 1) (fun i => by simp) v
    have h2 : energy (LinearMap.id : E →ₗ[𝕜] E) v = ‖v‖ ^ 2 :=
      inner_self_eq_norm_sq (𝕜 := 𝕜) v
    rw [← h2, h1]
    simp only [one_mul]
  rw [hn, energy_eq_sum hH b ε hb v, Finset.mul_sum]
  refine Finset.sum_le_sum fun i _ => ?_
  by_cases hw : perp 𝕜 u (b i) = 0
  · -- `b i` is parallel to `u` and has no weight in `v`
    have hbi : b i = ⟪u, b i⟫_𝕜 • u := sub_eq_zero.mp hw
    have h0 : ⟪b i, v⟫_𝕜 = 0 := by
      rw [hbi, inner_smul_left, huv, mul_zero]
    rw [h0]
    simp
  · -- the part of `b i` orthogonal to `u` is an eigenvector with eigenvalue `ε i`
    have hc : (ε i : 𝕜) * ⟪u, b i⟫_𝕜 = ⟪u, b i⟫_𝕜 * (E0 : 𝕜) := by
      have h := hH u (b i)
      rw [hu0, hb i, inner_smul_left, inner_smul_right, RCLike.conj_ofReal] at h
      exact h.symm.trans (mul_comm _ _)
    have heig : H (perp 𝕜 u (b i)) = (ε i : 𝕜) • perp 𝕜 u (b i) := by
      unfold perp
      rw [map_sub, map_smul, hb i, hu0, smul_sub, smul_smul, smul_smul, hc]
    have hle : E1 ≤ ε i :=
      hgap (ε i) (perp 𝕜 u (b i)) hw (perp_spec (𝕜 := 𝕜) hu (b i)).1 heig
    exact mul_le_mul_of_nonneg_right hle (sq_nonneg _)
```

For \(v\perp u\), \(\mathcal E(v)\ge E_1\|v\|^2\). The finite-dimensional spectral theorem supplies \(b_i\) and \(\varepsilon_i\); the previous lemma applied to the identity gives \(\|v\|^2=\sum_i|\langle b_i,v\rangle|^2\) (`hn`). The sums are compared term by term. The basis need not contain \(u\), so set \(w_i=b_i-\langle u,b_i\rangle u\). If \(w_i=0\), then \(b_i\) is parallel to \(u\) and \(\langle b_i,v\rangle=0\). Otherwise symmetry gives \(\varepsilon_i\langle u,b_i\rangle=E_0\langle u,b_i\rangle\) (`hc`), so \(Hw_i=\varepsilon_ib_i-E_0\langle u,b_i\rangle u=\varepsilon_iw_i\) (`heig`), and the gap condition yields \(\varepsilon_i\ge E_1\).

The opening `obtain` is worth reusing: it states an existence claim, fills it with `eigenvectorBasis` and `eigenvalues`, and leaves plain variables `b`, `ε` with the one property `hb`.

```lean
/-- Let `H` be Hermitian in finite dimension, `u` a unit eigenvector with eigenvalue `E0`, and `GapAbove H u E1`. For any vector `y`, the energy is at least `E1 ‖y‖² - (E1 - E0) |⟨u,y⟩|²`. -/
theorem energy_ge_overlap [FiniteDimensional 𝕜 E] {H : E →ₗ[𝕜] E} (hH : H.IsSymmetric)
    {u : E} {E0 E1 : ℝ} (hu : ‖u‖ = 1) (hu0 : H u = (E0 : 𝕜) • u) (hgap : GapAbove H u E1)
    (y : E) :
    E1 * ‖y‖ ^ 2 - (E1 - E0) * ‖⟪u, y⟫_𝕜‖ ^ 2 ≤ energy H y := by
  obtain ⟨h0, h3⟩ := perp_spec (𝕜 := 𝕜) hu y
  have h1 := energy_split hH hu hu0 y
  have h2 := energy_ge_of_orthogonal hH hu hu0 hgap h0
  rw [h1, h3]
  linarith
```

Taking \(v=y_\perp\) and \(\|y_\perp\|^2=\|y\|^2-|\langle u,y\rangle|^2\),
\[ \mathcal E(y)\ge E_0|\langle u,y\rangle|^2+E_1\|y_\perp\|^2=E_1\|y\|^2-(E_1-E_0)|\langle u,y\rangle|^2 . \]

```lean
/-- Bessel inequality for two vectors: the squared overlaps of a unit vector `u` with an
orthonormal pair `x`, `y` add up to at most one. -/
theorem overlap_bessel {u x y : E} (hu : ‖u‖ = 1) (hx : ‖x‖ = 1) (hy : ‖y‖ = 1)
    (hxy : ⟪x, y⟫_𝕜 = 0) :
    ‖⟪u, x⟫_𝕜‖ ^ 2 + ‖⟪u, y⟫_𝕜‖ ^ 2 ≤ 1 := by
  have h := (perp_spec (𝕜 := 𝕜) hx u).2
  have hyx : ⟪y, x⟫_𝕜 = 0 := inner_eq_zero_symm.mp hxy
  -- `y` only sees the part of `u` orthogonal to `x`
  have h1 : ⟪y, perp 𝕜 x u⟫_𝕜 = ⟪y, u⟫_𝕜 := by
    unfold perp
    rw [inner_sub_right, inner_smul_right, hyx, mul_zero, sub_zero]
  have h2 : ‖⟪y, u⟫_𝕜‖ ≤ ‖perp 𝕜 x u‖ := by
    have h4 := norm_inner_le_norm (𝕜 := 𝕜) y (perp 𝕜 x u)
    rwa [h1, hy, one_mul] at h4
  have h3 := pow_le_pow_left₀ (norm_nonneg _) h2 2
  rw [norm_inner_symm u x, norm_inner_symm u y]
  rw [hu] at h
  linarith
```

For unit \(u\) and orthonormal \(x,y\), put \(r=u-\langle x,u\rangle x\). Then \(1=|\langle x,u\rangle|^2+\|r\|^2\), \(\langle y,r\rangle=\langle y,u\rangle\) (`h1`), and Cauchy–Schwarz gives \(|\langle y,u\rangle|\le\|r\|\) (`h2`). Hence \(|\langle u,x\rangle|^2+|\langle u,y\rangle|^2\le1\).

```lean
/-- Let `H` be Hermitian with unit eigenvector `u` of eigenvalue `E0`, in finite dimension, the eigenvalues of all eigenvectors orthogonal to `u`
being at least `E1 ≥ E0`. A unit vector `y` orthogonal to a unit trial ground state `x` has
energy at least `E1 - (E1 - E0)(1 - |⟨u,x⟩|²)`. -/
theorem excited_energy_bound [FiniteDimensional 𝕜 E] {H : E →ₗ[𝕜] E} (hH : H.IsSymmetric)
    {u x y : E} {E0 E1 : ℝ} (hu : ‖u‖ = 1) (hu0 : H u = (E0 : 𝕜) • u)
    (hgap : GapAbove H u E1) (hE : E0 ≤ E1)
    (hx : ‖x‖ = 1) (hy : ‖y‖ = 1) (hxy : ⟪x, y⟫_𝕜 = 0) :
    E1 - (E1 - E0) * (1 - ‖⟪u, x⟫_𝕜‖ ^ 2) ≤ energy H y := by
  have h := energy_ge_overlap hH hu hu0 hgap y
  rw [hy] at h
  have hb := overlap_bessel hu hx hy hxy
  have hle : ‖⟪u, y⟫_𝕜‖ ^ 2 ≤ 1 - ‖⟪u, x⟫_𝕜‖ ^ 2 := by linarith
  have h2 := mul_le_mul_of_nonneg_left hle (sub_nonneg.mpr hE)
  linarith
```

This is the bound of the opening. Its hypotheses are finite dimension, Hermitian \(H\), a unit eigenvector \(u\) with eigenvalue \(E_0\), the gap condition, \(E_0\le E_1\), and orthonormal \(x,y\). The eigenvector and the gap are assumed; `hgap` with `hE` makes \(u\) a ground state. Multiplying \(|\langle u,y\rangle|^2\le1-|\langle u,x\rangle|^2\) by \(E_1-E_0\ge0\) gives `h2`, which is inserted in the overlap bound at \(\|y\|=1\). Unbounded operators and continuous spectra are not covered, and evaluating the bound requires the overlap with the exact \(u\).

```lean
/-- Let `H` be Hermitian in finite dimension, `u` a unit eigenvector, and `GapAbove H u E1`. If the unit vector `x` has overlap of modulus one with `u`, a unit vector `y` orthogonal
to `x` has energy at least `E1`. -/
theorem excited_energy_of_exact_ground [FiniteDimensional 𝕜 E] {H : E →ₗ[𝕜] E}
    (hH : H.IsSymmetric) {u x y : E} {E0 E1 : ℝ} (hu : ‖u‖ = 1) (hu0 : H u = (E0 : 𝕜) • u)
    (hgap : GapAbove H u E1) (hx : ‖x‖ = 1) (hy : ‖y‖ = 1) (hxy : ⟪x, y⟫_𝕜 = 0)
    (hux : ‖⟪u, x⟫_𝕜‖ = 1) :
    E1 ≤ energy H y := by
  have h := energy_ge_overlap hH hu hu0 hgap y
  have hb := overlap_bessel hu hx hy hxy
  rw [hux] at hb
  have h0 : ‖⟪u, y⟫_𝕜‖ ^ 2 = 0 := le_antisymm (by linarith) (sq_nonneg _)
  rw [hy, h0] at h
  linarith
```

If \(|\langle u,x\rangle|=1\), Bessel's inequality forces \(\langle u,y\rangle=0\), so \(\mathcal E(y)\ge E_1\), without assuming \(E_0\le E_1\).

```lean
/-- Let `H` be Hermitian in finite dimension, `u` a unit eigenvector with eigenvalue `E0 ≤ E1`, and `GapAbove H u E1`. For an orthonormal pair `x`, `y`, the energy of `y` lies below `E1` by at most the energy
error `⟨x,Hx⟩ - E0` of the trial ground state `x`. -/
theorem excited_energy_bound_by_error [FiniteDimensional 𝕜 E] {H : E →ₗ[𝕜] E}
    (hH : H.IsSymmetric) {u x y : E} {E0 E1 : ℝ} (hu : ‖u‖ = 1) (hu0 : H u = (E0 : 𝕜) • u)
    (hgap : GapAbove H u E1) (hE : E0 ≤ E1)
    (hx : ‖x‖ = 1) (hy : ‖y‖ = 1) (hxy : ⟪x, y⟫_𝕜 = 0) :
    E1 - (energy H x - E0) ≤ energy H y := by
  have h1 := energy_ge_overlap hH hu hu0 hgap x
  have h2 := energy_ge_overlap hH hu hu0 hgap y
  rw [hx] at h1
  rw [hy] at h2
  have h3 := mul_le_mul_of_nonneg_left (overlap_bessel hu hx hy hxy) (sub_nonneg.mpr hE)
  linarith
```

Adding the overlap bounds for \(x\) and \(y\) gives
\[ \mathcal E(x)+\mathcal E(y)\ge 2E_1-(E_1-E_0)\bigl(|\langle u,x\rangle|^2+|\langle u,y\rangle|^2\bigr)\ge E_0+E_1 . \]
So \(y\) undershoots \(E_1\) by at most the energy error \(\mathcal E(x)-E_0\) of the trial ground state.

```lean
/-- The two-level Hamiltonian `diag(0, 1)` on the real plane. -/
def diag01 : EuclideanSpace ℝ (Fin 2) →ₗ[ℝ] EuclideanSpace ℝ (Fin 2) where
  toFun v := !₂[0, v 1]
  map_add' a b := by
    ext i
    fin_cases i <;> simp
  map_smul' c a := by
    ext i
    fin_cases i <;> simp
```

On the real plane, with components numbered 0 and 1, \(H(v_0,v_1)=(0,v_1)\), that is \(H=\operatorname{diag}(0,1)\).

```lean
/-- The first basis vector `(1, 0)` of the plane. -/
def ground : EuclideanSpace ℝ (Fin 2) := !₂[1, 0]
```

The ground vector is \(u=(1,0)\).

```lean
/-- The first basis vector rotated by the angle `θ`: `(cos θ, sin θ)`. -/
def trialX (θ : ℝ) : EuclideanSpace ℝ (Fin 2) := !₂[Real.cos θ, Real.sin θ]
```

The trial ground state is \(x=(\cos\theta,\sin\theta)\) for a real angle \(\theta\).

```lean
/-- The second basis vector rotated by the angle `θ`: `(-sin θ, cos θ)`. -/
def trialY (θ : ℝ) : EuclideanSpace ℝ (Fin 2) := !₂[-Real.sin θ, Real.cos θ]
```

Its orthogonal partner is \(y=(-\sin\theta,\cos\theta)\).

```lean
/-- The inner product on the real plane in components. -/
theorem inner_plane (a b : EuclideanSpace ℝ (Fin 2)) :
    ⟪a, b⟫_ℝ = a 0 * b 0 + a 1 * b 1 := by
  simp [PiLp.inner_apply, Fin.sum_univ_two, mul_comm]
```

In components, \(\langle a,b\rangle=a_0b_0+a_1b_1\).

```lean
/-- `diag(0, 1)` is symmetric, `(1, 0)` is a unit eigenvector with eigenvalue `0`, the other
eigenvalues are at least `1`, and the basis rotated by any angle is orthonormal. -/
theorem excited_energy_bound_witness (θ : ℝ) :
    diag01.IsSymmetric ∧ ‖ground‖ = 1 ∧ diag01 ground = (0 : ℝ) • ground ∧
      GapAbove diag01 ground 1 ∧ ‖trialX θ‖ = 1 ∧ ‖trialY θ‖ = 1 ∧
      ⟪trialX θ, trialY θ⟫_ℝ = 0 := by
  have hd0 : ∀ v, diag01 v 0 = 0 := fun v => by simp [diag01]
  have hd1 : ∀ v, diag01 v 1 = v 1 := fun v => by simp [diag01]
  have hg0 : ground 0 = 1 := by simp [ground]
  have hg1 : ground 1 = 0 := by simp [ground]
  have hx0 : trialX θ 0 = Real.cos θ := by simp [trialX]
  have hx1 : trialX θ 1 = Real.sin θ := by simp [trialX]
  have hy0 : trialY θ 0 = -Real.sin θ := by simp [trialY]
  have hy1 : trialY θ 1 = Real.cos θ := by simp [trialY]
  have htrig := Real.sin_sq_add_cos_sq θ
  have hunit : ∀ a : EuclideanSpace ℝ (Fin 2), a 0 * a 0 + a 1 * a 1 = 1 → ‖a‖ = 1 := by
    intro a h
    have h2 := real_inner_self_eq_norm_sq a
    rw [inner_plane, h] at h2
    exact (sq_eq_sq₀ (norm_nonneg a) zero_le_one).mp (by rw [one_pow]; exact h2.symm)
  refine ⟨?_, ?_, ?_, ?_, ?_, ?_, ?_⟩
  · intro a b
    show ⟪diag01 a, b⟫_ℝ = ⟪a, diag01 b⟫_ℝ
    rw [inner_plane (diag01 a) b, inner_plane a (diag01 b)]
    simp only [hd0, hd1]
    ring
  · apply hunit
    rw [hg0, hg1]
    norm_num
  · ext i
    fin_cases i <;> simp [diag01, ground]
  · -- an eigenvector orthogonal to `(1, 0)` is a multiple of `(0, 1)`
    intro μ v hv huv hHv
    have hv0 : v 0 = 0 := by
      rw [inner_plane, hg0, hg1] at huv
      linarith
    have h' : diag01 v = μ • v := hHv
    have h1 : v 1 = μ * v 1 := by
      have h2 := congrArg (fun z : EuclideanSpace ℝ (Fin 2) => z 1) h'
      simpa only [hd1, PiLp.smul_apply, smul_eq_mul] using h2
    have hv1 : v 1 ≠ 0 := by
      intro h
      apply hv
      ext i
      fin_cases i <;> simp [h, hv0]
    have hμ : μ = 1 := mul_right_cancel₀ hv1 (by linarith)
    exact hμ.ge
  · apply hunit
    rw [hx0, hx1]
    linear_combination htrig
  · apply hunit
    rw [hy0, hy1]
    linear_combination htrig
  · rw [inner_plane, hx0, hx1, hy0, hy1]
    ring
```

For every \(\theta\) this system satisfies symmetry, the eigenvalue equation with \(E_0=0\), the gap condition with \(E_1=1\), and orthonormality. For the gap, \(v\perp u\) means \(v_0=0\), so \(v_1\ne0\), and \(v_1=\mu v_1\) gives \(\mu=1\). The trial norms follow from \(\sin^2\theta+\cos^2\theta=1\).

```lean
/-- For `diag(0, 1)` and the basis rotated by `θ`, the bound with `E0 = 0`, `E1 = 1` holds with
equality, and the energy of the second rotated vector is below `1` when `sin θ ≠ 0`. -/
theorem excited_energy_bound_sharp (θ : ℝ) :
    energy diag01 (trialY θ) = 1 - (1 - 0) * (1 - ‖⟪ground, trialX θ⟫_ℝ‖ ^ 2) ∧
      (Real.sin θ ≠ 0 → energy diag01 (trialY θ) < 1) := by
  have hd0 : ∀ v, diag01 v 0 = 0 := fun v => by simp [diag01]
  have hd1 : ∀ v, diag01 v 1 = v 1 := fun v => by simp [diag01]
  have hg0 : ground 0 = 1 := by simp [ground]
  have hg1 : ground 1 = 0 := by simp [ground]
  have hx0 : trialX θ 0 = Real.cos θ := by simp [trialX]
  have hy1 : trialY θ 1 = Real.cos θ := by simp [trialY]
  have he : energy diag01 (trialY θ) = Real.cos θ ^ 2 := by
    unfold energy
    rw [RCLike.re_to_real, inner_plane, hd0, hd1, hy1]
    ring
  have ho : ⟪ground, trialX θ⟫_ℝ = Real.cos θ := by
    rw [inner_plane, hg0, hg1, hx0]
    ring
  rw [he, ho, Real.norm_eq_abs, sq_abs]
  constructor
  · ring
  · intro h
    have hpos : 0 < Real.sin θ ^ 2 := by positivity
    linarith [Real.sin_sq_add_cos_sq θ]

end

end ApproximateGroundOrthogonality
```

```lean
#print axioms ApproximateGroundOrthogonality.excited_energy_bound
-- 'ApproximateGroundOrthogonality.excited_energy_bound' depends on axioms: [propext, Classical.choice, Quot.sound]
#print axioms ApproximateGroundOrthogonality.excited_energy_of_exact_ground
-- 'ApproximateGroundOrthogonality.excited_energy_of_exact_ground' depends on axioms: [propext, Classical.choice, Quot.sound]
#print axioms ApproximateGroundOrthogonality.excited_energy_bound_by_error
-- 'ApproximateGroundOrthogonality.excited_energy_bound_by_error' depends on axioms: [propext, Classical.choice, Quot.sound]
#print axioms ApproximateGroundOrthogonality.excited_energy_bound_sharp
-- 'ApproximateGroundOrthogonality.excited_energy_bound_sharp' depends on axioms: [propext, Classical.choice, Quot.sound]
```

Here \(\mathcal E(y)=y_1^2=\cos^2\theta\) (`he`) and \(\langle u,x\rangle=\cos\theta\) (`ho`). The bound \(1-(1-\cos^2\theta)\) is attained, and \(\mathcal E(y)=1-\sin^2\theta<1\) when \(\sin\theta\ne0\): orthogonality to an approximate ground state does not make \(\mathcal E(y)\) an upper bound on the excited level.

With \(\cos\theta=0.8\) and \(\sin\theta=0.6\), \(x=(0.8,0.6)\) and \(y=(-0.6,0.8)\). Then \(|\langle u,x\rangle|^2=0.64\), the bound is \(1-0.36=0.64\), and \(\mathcal E(y)=0.8^2=0.64\). Also \(\mathcal E(x)=0.6^2=0.36\), so the energy-error form gives \(1-0.36=0.64\) as well.

The gap could instead have been modelled as the hypothesis \(\mathcal E(v)\ge E_1\|v\|^2\) for all \(v\perp u\). The conclusion of `energy_ge_of_orthogonal` would then be assumed, and the remaining steps would need neither the spectral theorem nor finite dimension, at the price of a hypothesis on energies in place of one on eigenvalues. The code above does not carry out that variant.
